# The trace of a fermion line with two V−A vertices is four times a two-component trace, free of the masses

The theorem `weakTrace_eq` states that Tr[γ^μ(1 − γ₅)(a̸ + m)γ^ν(1 − γ₅)(b̸ + n)] equals 4 tr[(b⁰ − **b**·σ) σ̄^μ (a⁰ − **a**·σ) σ̄^ν], where σ̄ = (1, −σ), so that the masses m and n drop out. The gamma matrices are in the Dirac representation with metric signature (+,−,−,−); the four-vectors and masses may be any complex values, and no mass-shell condition ties them together. The proof writes each spin sum times its vertex in 2 × 2 blocks and uses the cyclic property of the trace to bring the last spin sum to the front. It then means to add the traces of the two diagonal blocks of the product, where the mass terms cancel.

In Lean, a first try:

```lean
import Mathlib

open Matrix

namespace WeakTraceEq

noncomputable section

/-- Two-component matrices: the identity followed by the three Pauli matrices. -/
def pauli : Fin 4 → Matrix (Fin 2) (Fin 2) ℂ :=
  ![1, !![0, 1; 1, 0], !![0, -Complex.I; Complex.I, 0], !![1, 0; 0, -1]]

/-- Diagonal entries of the Minkowski metric, with signature (+,-,-,-). -/
def metric : Fin 4 → ℂ := ![1, -1, -1, -1]

/-- The gamma matrices with upper index in the Dirac representation, in 2 × 2 blocks. -/
def gamma : Fin 4 → Matrix (Fin 2 ⊕ Fin 2) (Fin 2 ⊕ Fin 2) ℂ :=
  ![fromBlocks (pauli 0) 0 0 (-pauli 0), fromBlocks 0 (pauli 1) (-pauli 1) 0,
    fromBlocks 0 (pauli 2) (-pauli 2) 0, fromBlocks 0 (pauli 3) (-pauli 3) 0]

/-- The gamma matrices with lower index. -/
def gammaLow (μ : Fin 4) : Matrix (Fin 2 ⊕ Fin 2) (Fin 2 ⊕ Fin 2) ℂ := metric μ • gamma μ

/-- The chirality matrix, i times the product of the four gamma matrices. -/
def gamma5 : Matrix (Fin 2 ⊕ Fin 2) (Fin 2 ⊕ Fin 2) ℂ :=
  Complex.I • (gamma 0 * gamma 1 * gamma 2 * gamma 3)

/-- The slashed four-vector: upper components contracted with lower-index gammas. -/
def slash (a : Fin 4 → ℂ) : Matrix (Fin 2 ⊕ Fin 2) (Fin 2 ⊕ Fin 2) ℂ :=
  ∑ μ, a μ • gammaLow μ

/-- The trace of a fermion line with vertices `G * (1 - gamma5)` and `H * (1 - gamma5)` and with
spin sums `P` and `Q`. -/
def weakTrace (G P H Q : Matrix (Fin 2 ⊕ Fin 2) (Fin 2 ⊕ Fin 2) ℂ) : ℂ :=
  trace (G * (1 - gamma5) * P * H * (1 - gamma5) * Q)

/-- The two-component matrices (1, -σ). -/
def sbar (μ : Fin 4) : Matrix (Fin 2) (Fin 2) ℂ := metric μ • pauli μ

/-- The two-component form of a four-vector: its time component minus its spatial part
contracted with the Pauli matrices. -/
def weyl (a : Fin 4 → ℂ) : Matrix (Fin 2) (Fin 2) ℂ := ∑ μ, a μ • sbar μ

/-- In the Dirac representation gamma5 exchanges the upper and lower two components. -/
theorem gamma5_eq : gamma5 = fromBlocks 0 1 1 0 := by
  have h : pauli 0 * pauli 1 * pauli 2 * pauli 3 = Complex.I • 1 := by
    ext i j
    fin_cases i <;> fin_cases j <;> simp [pauli, Matrix.mul_apply, Fin.sum_univ_two]
  simp [gamma5, gamma, fromBlocks_multiply, fromBlocks_smul, h, smul_smul]

/-- A V-A vertex contains only the two-component matrix (1, -σ). -/
theorem gamma_chiral (μ : Fin 4) :
    gamma μ * (1 - gamma5) = fromBlocks (sbar μ) (-sbar μ) (sbar μ) (-sbar μ) := by
  have h : (1 : Matrix (Fin 2 ⊕ Fin 2) (Fin 2 ⊕ Fin 2) ℂ) - gamma5
      = fromBlocks 1 (-1) (-1) 1 := by
    rw [gamma5_eq, ← fromBlocks_one, sub_eq_add_neg, fromBlocks_neg, fromBlocks_add]
    simp
  rw [h]
  fin_cases μ <;> simp [gamma, sbar, metric, fromBlocks_multiply]

/-- The spin sum of a particle with momentum `b` and mass `m`, in 2 × 2 blocks. -/
theorem slash_add_mass (b : Fin 4 → ℂ) (m : ℂ) :
    slash b + m • 1 = fromBlocks ((m + b 0) • 1) (weyl b - b 0 • 1)
      (b 0 • 1 - weyl b) ((m - b 0) • 1) := by
  ext i j
  rcases i with i | i <;> rcases j with j | j <;> fin_cases i <;> fin_cases j <;>
    simp [slash, gammaLow, gamma, metric, weyl, sbar, pauli, Fin.sum_univ_four] <;> ring

/-- The trace of a V-A fermion line is four times a two-component trace, in which the
masses `m` and `n` do not appear. -/
theorem weakTrace_eq (μ ν : Fin 4) (a b : Fin 4 → ℂ) (m n : ℂ) :
    weakTrace (gamma μ) (slash a + m • 1) (gamma ν) (slash b + n • 1)
      = 4 * trace (weyl b * sbar μ * weyl a * sbar ν) := by
  have line : ∀ (p : Fin 4 → ℂ) (k : ℂ) (ρ : Fin 4),
      (slash p + k • 1) * (gamma ρ * (1 - gamma5))
        = fromBlocks ((k • 1 + weyl p) * sbar ρ) (-((k • 1 + weyl p) * sbar ρ))
          ((k • 1 - weyl p) * sbar ρ) (-((k • 1 - weyl p) * sbar ρ)) := by
    intro p k ρ
    rw [slash_add_mass, gamma_chiral, fromBlocks_multiply]
    congr 1 <;>
      simp only [Matrix.add_mul, Matrix.sub_mul, Matrix.smul_mul, Matrix.one_mul,
        Matrix.mul_neg] <;> module
  -- bring the last spin sum to the front and group each spin sum with its vertex
  have cyc : weakTrace (gamma μ) (slash a + m • 1) (gamma ν) (slash b + n • 1)
      = trace (((slash b + n • 1) * (gamma μ * (1 - gamma5)))
        * ((slash a + m • 1) * (gamma ν * (1 - gamma5)))) := by
    unfold weakTrace
    rw [Matrix.trace_mul_comm]
    simp only [Matrix.mul_assoc]
  rw [cyc, line, line, fromBlocks_multiply, trace_fromBlocks, ← Matrix.trace_add]
  trans trace ((4 : ℂ) • (weyl b * sbar μ * weyl a * sbar ν))
  · congr 1
    simp only [Matrix.add_mul, Matrix.sub_mul, Matrix.mul_add, Matrix.mul_sub,
      Matrix.smul_mul, Matrix.mul_smul, Matrix.one_mul, Matrix.neg_mul, Matrix.mul_neg,
      Matrix.mul_assoc]
    module
  · rw [Matrix.trace_smul, smul_eq_mul]

end

end WeakTraceEq
```

Messages:

```
Main.lean:90:44: error(lean.unknownIdentifier): Unknown identifier `trace_fromBlocks`
Main.lean:73:57: error: unsolved goals
μ ν : Fin 4
a b : Fin 4 → ℂ
m n : ℂ
line :
  ∀ (p : Fin 4 → ℂ) (k : ℂ) (ρ : Fin 4),
    (slash p + k • 1) * (gamma ρ * (1 - gamma5)) =
      fromBlocks ((k • 1 + weyl p) * sbar ρ) (-((k • 1 + weyl p) * sbar ρ)) ((k • 1 - weyl p) * sbar ρ)
        (-((k • 1 - weyl p) * sbar ρ))
cyc :
  weakTrace (gamma μ) (slash a + m • 1) (gamma ν) (slash b + n • 1) =
    ((slash b + n • 1) * (gamma μ * (1 - gamma5)) * ((slash a + m • 1) * (gamma ν * (1 - gamma5)))).trace
⊢ (fromBlocks
        ((n • 1 + weyl b) * sbar μ * ((m • 1 + weyl a) * sbar ν) +
          -((n • 1 + weyl b) * sbar μ) * ((m • 1 - weyl a) * sbar ν))
        ((n • 1 + weyl b) * sbar μ * -((m • 1 + weyl a) * sbar ν) +
          -((n • 1 + weyl b) * sbar μ) * -((m • 1 - weyl a) * sbar ν))
        ((n • 1 - weyl b) * sbar μ * ((m • 1 + weyl a) * sbar ν) +
          -((n • 1 - weyl b) * sbar μ) * ((m • 1 - weyl a) * sbar ν))
        ((n • 1 - weyl b) * sbar μ * -((m • 1 + weyl a) * sbar ν) +
          -((n • 1 - weyl b) * sbar μ) * -((m • 1 - weyl a) * sbar ν))).trace =
    4 * (weyl b * sbar μ * weyl a * sbar ν).trace
```

Diagnosis. The first message says that Lean knows no `trace_fromBlocks`. The file has `open Matrix`, so a lemma called `Matrix.trace_fromBlocks` would have been found under the short name too; neither is available here.

The second message is a consequence of the first. It shows the goal as it stood when the rewriting stopped: `fromBlocks_multiply` has already made the product a single block matrix, but its trace has not yet been split into the traces of the diagonal blocks.

The repair proves the missing fact on the spot, as `blocks`: the trace of `fromBlocks A B C D` is `trace A + trace D`. There `simp` unfolds `Matrix.trace` into a sum over the diagonal, and `Fintype.sum_sum_type` splits the sum over `Fin 2 ⊕ Fin 2` into one sum for each `Fin 2`. With `blocks` in place of the unknown name, the rewrite gives a sum of two traces, which `← Matrix.trace_add` joins into the trace of one sum, and the rest of the proof goes through as it was. The added comment only says in words what `blocks` states.

Fix (accepted with no message):

```diff
@@ -88,5 +88,10 @@
     rw [Matrix.trace_mul_comm]
     simp only [Matrix.mul_assoc]
-  rw [cyc, line, line, fromBlocks_multiply, trace_fromBlocks, ← Matrix.trace_add]
+  -- the trace of a block matrix is the sum of the traces of its diagonal blocks
+  have blocks : ∀ A B C D : Matrix (Fin 2) (Fin 2) ℂ,
+      trace (fromBlocks A B C D) = trace A + trace D := by
+    intro A B C D
+    simp [Matrix.trace, Fintype.sum_sum_type]
+  rw [cyc, line, line, fromBlocks_multiply, blocks, ← Matrix.trace_add]
   trans trace ((4 : ℂ) • (weyl b * sbar μ * weyl a * sbar ν))
   · congr 1
```
